# Normalization of the Slater 2p radial function P(r) = N r² exp(−ζr), with N² = (2ζ)⁵/24 and ζ > 0

The theorem `slater2p_normalized` states that for every real exponent ζ > 0 the integral of P(r)² over r > 0 is 1, where P(r) = N r² exp(−ζr) and N is the square root of (2ζ)⁵/24. In physical terms, the radial probability density P² of this single orbital has total weight one; the angular part does not enter. The attempt writes P² as (2ζ)⁵/24 · r⁴ exp(−2ζr), takes the constant out of the integral, and evaluates what is left by the lemma `moment` as 4!/(2ζ)⁵. It then replaces 4! by 24 and leaves the remaining algebra to `field_simp`.

The first attempt, which Lean rejects:

```lean
import Mathlib

open MeasureTheory Set Filter Topology

namespace Slater2pNormalized

noncomputable section

/-- The Slater 2p radial function `P(r) = N r² exp(-ζ r)`, for an exponent `ζ > 0`,
with `N² = (2ζ)⁵/24`. -/
def slater2p (ζ r : ℝ) : ℝ :=
  Real.sqrt ((2 * ζ) ^ 5 / 24) * r ^ 2 * Real.exp (-(ζ * r))

/-- The radial density of the Slater 2p orbital with `ζ > 0` is
`(2ζ)⁵/24 · r⁴ exp(-2ζr)`. -/
theorem slater2p_sq {ζ : ℝ} (hζ : 0 < ζ) (r : ℝ) :
    slater2p ζ r ^ 2 = (2 * ζ) ^ 5 / 24 * (r ^ 4 * Real.exp (-(2 * ζ * r))) := by
  have he : Real.exp (-(ζ * r)) ^ 2 = Real.exp (-(2 * ζ * r)) := by
    rw [← Real.exp_nat_mul]
    congr 1
    push_cast
    ring
  unfold slater2p
  rw [mul_pow, mul_pow, Real.sq_sqrt (by positivity), he]
  ring

/-- For `c > 0` the integral of `rⁿ exp(-c r)` over the half-line is `n!/cⁿ⁺¹`. -/
theorem moment (n : ℕ) {c : ℝ} (hc : 0 < c) :
    ∫ r in Ioi (0 : ℝ), r ^ n * Real.exp (-(c * r)) = (n.factorial : ℝ) / c ^ (n + 1) := by
  have h := Real.integral_rpow_mul_exp_neg_mul_Ioi (a := (n : ℝ) + 1) (r := c)
    (by positivity) hc
  simp only [add_sub_cancel_right, Real.rpow_natCast, Real.Gamma_nat_eq_factorial] at h
  rw [h, show (n : ℝ) + 1 = ((n + 1 : ℕ) : ℝ) by push_cast; ring, Real.rpow_natCast,
    one_div, inv_pow, div_eq_mul_inv]
  exact mul_comm _ _

/-- The Slater 2p radial function with `ζ > 0` is normalized. -/
theorem slater2p_normalized {ζ : ℝ} (hζ : 0 < ζ) :
    ∫ r in Ioi (0 : ℝ), slater2p ζ r ^ 2 = 1 := by
  have h4 : ((Nat.factorial 4 : ℕ) : ℝ) = 24 := by norm_num [Nat.factorial]
  simp_rw [slater2p_sq hζ]
  rw [integral_const_mul, moment 4 (by positivity : 0 < 2 * ζ), h4]
  field_simp

end

end Slater2pNormalized
```

Compiling this gives:

```
Main.lean:39:48: error: unsolved goals
ζ : ℝ
hζ : 0 < ζ
h4 : ↑(Nat.factorial 4) = 24
⊢ 2 ^ 5 * ζ ^ 5 = (2 * ζ) ^ (4 + 1)
```

What went wrong. The message says that the proof ends with a goal still open: `2 ^ 5 * ζ ^ 5 = (2 * ζ) ^ (4 + 1)`. The integral has already been evaluated by then, and only an algebraic identity is left.

The exponent `4 + 1` comes from `moment`, whose denominator is `c ^ (n + 1)`, used here with `n` equal to 4 and `c` equal to `2 * ζ`. `field_simp` cleared the denominators but did not close the equation that resulted. In that equation the left side has the power distributed over the product, while the right side keeps the power of the product whole, with its exponent still written as a sum. The two sides are equal but not written alike.

The added `ring` proves identities of this kind in commutative rings. It brings both sides to the same normal form, 32ζ⁵, and so closes the goal.

The repair, with which the file compiles:

```diff
@@ -42,4 +42,5 @@
   rw [integral_const_mul, moment 4 (by positivity : 0 < 2 * ζ), h4]
   field_simp
+  ring
 
 end
```
